# Charges of least weighted cost with a given total and dipole

The dipole of a set of charges is taken here about the coordinate origin. For a neutral set the origin is immaterial, but a total charge $Q$ placed at a point $c$ already contributes $Qc$, and the formulas below must subtract it. The charges are real numbers on a finite set of sites with fixed positions, and they may have either sign.

Site $i$ has position $r_i$ and a weight $w_i>0$, with $\sum_i w_i=1$. The weights say how readily each site accepts charge: in the cost $\sum_i q_i^2/w_i$, a given charge is cheaper on a site of larger weight. They are chosen in advance and do not depend on the charges. Write

$$c=\sum_i w_i r_i,\qquad s_i=r_i-c,\qquad M=\sum_i w_i\,s_i s_i^{\mathsf T}.$$

For a prescribed total $Q$ and dipole $d$, and for $\det M\neq0$, the charges studied are

$$q_i^*=w_i\,(Q+s_i\cdot g),\qquad g=M^{-1}(d-Qc).$$

Their form comes from Lagrange multipliers: making $\sum_i q_i^2/w_i$ stationary at fixed total and dipole forces $q_i/w_i$ to be a constant plus a linear function of position. Charges of this kind can represent a known molecular dipole in a point-charge model with fixed geometry and preset weights, though higher multipoles are left uncontrolled.

In Lean, `ι` labels the sites and `n` the Cartesian coordinates, so a position `r i` is a function `n → ℝ` and the dimension is any finite number.

```lean
import Mathlib

open Matrix

namespace DipolePreservingCharges

noncomputable section

variable {ι n : Type*} [Fintype ι] [Fintype n] [DecidableEq n]
```

The dipole has components $\sum_i q_i r_{ia}$.

```lean
/-- The dipole moment, about the coordinate origin, of charges `q` at positions `r`. -/
def dipole (q : ι → ℝ) (r : ι → n → ℝ) : n → ℝ := fun a => ∑ i, q i * r i a
```

The centre $c$ is the same expression with the weights in place of the charges.

```lean
/-- The weighted sum of the positions, which is their weighted centre when the weights sum to one.
-/
def center (w : ι → ℝ) (r : ι → n → ℝ) : n → ℝ := dipole w r
```

The matrix $M$ is `spread`, given entry by entry.

```lean
/-- The weighted second-moment matrix of the positions about their centre. -/
def spread (w : ι → ℝ) (r : ι → n → ℝ) : Matrix n n ℝ :=
  Matrix.of fun a b => ∑ i, w i * (r i a - center w r a) * (r i b - center w r b)
```

The quantity to be minimised is `cost`.

```lean
/-- The weighted quadratic cost of a set of charges. -/
def cost (w q : ι → ℝ) : ℝ := ∑ i, q i ^ 2 / w i
```

The vector $g$ is `slope`; `*ᵥ` applies a matrix to a vector.

```lean
/-- The inverse spread matrix applied to the dipole that remains after the total charge `Q`
has been placed at the centre. -/
def slope (w : ι → ℝ) (r : ι → n → ℝ) (Q : ℝ) (d : n → ℝ) : n → ℝ :=
  (spread w r)⁻¹ *ᵥ (d - Q • center w r)
```

The charges $q_i^*$ are `charges`; `⬝ᵥ` is the dot product.

```lean
/-- Each site's weight times the sum of `Q` and the dot product of its displacement from the centre
with `slope`. These are called the dipole-preserving charges: they have dipole `d` when the weights
sum to one and the spread matrix is nonsingular. -/
def charges (w : ι → ℝ) (r : ι → n → ℝ) (Q : ℝ) (d : n → ℝ) : ι → ℝ :=
  fun i => w i * (Q + (r i - center w r) ⬝ᵥ slope w r Q d)
```

## (a) Energy in an affine potential

**Task.** Show that the energy of charges $q_i$ in the potential $\alpha+(r-c)\cdot v$ depends on the charges only through their total and dipole. Here $c$ may be any point.

**Solution.** Expand and collect the sums:

$$\sum_i\bigl(\alpha+(r_i-c)\cdot v\bigr)q_i=\alpha\sum_i q_i+\Bigl(\sum_i q_i r_i-c\sum_i q_i\Bigr)\cdot v .$$

In the proof, `h` is the linear part of this identity. It exchanges the sum over coordinates with the sum over sites by `Finset.sum_comm`.

```lean
omit [DecidableEq n] in
/-- The energy of charges in an affine potential depends only on their total and dipole. -/
theorem affine_energy (q : ι → ℝ) (r : ι → n → ℝ) (c v : n → ℝ) (α : ℝ) :
    ∑ i, (α + (r i - c) ⬝ᵥ v) * q i
      = α * ∑ i, q i + (dipole q r - (∑ i, q i) • c) ⬝ᵥ v := by
  have h : (dipole q r - (∑ i, q i) • c) ⬝ᵥ v = ∑ i, ((r i - c) ⬝ᵥ v) * q i := by
    simp only [dotProduct, dipole, Pi.sub_apply, Pi.smul_apply, smul_eq_mul,
      Finset.sum_mul, ← Finset.sum_sub_distrib]
    rw [Finset.sum_comm]
    exact Finset.sum_congr rfl fun i _ => Finset.sum_congr rfl fun a _ => by ring
  rw [h, Finset.mul_sum, ← Finset.sum_add_distrib]
  exact Finset.sum_congr rfl fun i _ => by ring
```

## (b) The spread matrix acting on a vector

**Task.** Write $Mv$ as a weighted sum of displacements.

**Solution.** For each component $a$,

$$(Mv)_a=\sum_b\sum_i w_i s_{ia}s_{ib}v_b=\sum_i w_i\,(s_i\cdot v)\,s_{ia}.$$

The Lean proof unfolds the matrix product and exchanges the same two sums.

```lean
omit [DecidableEq n] in
/-- The spread matrix sends a vector to a weighted sum of displacements from the centre. -/
theorem spread_mulVec (w : ι → ℝ) (r : ι → n → ℝ) (v : n → ℝ) (a : n) :
    (spread w r *ᵥ v) a
      = ∑ i, w i * ((r i - center w r) ⬝ᵥ v) * (r i a - center w r a) := by
  simp only [Matrix.mulVec, dotProduct, spread, Matrix.of_apply, Pi.sub_apply,
    Finset.sum_mul, Finset.mul_sum]
  rw [Finset.sum_comm]
  exact Finset.sum_congr rfl fun i _ => Finset.sum_congr rfl fun b _ => by ring
```

## (c) When the spread matrix is nonsingular

**Task.** Show that $\det M\ne0$ exactly when $v=0$ is the only vector orthogonal to every $s_i$.

**Solution.** If some $v\neq0$ has $s_i\cdot v=0$ for all $i$, then $Mv=0$ by (b), so $\det M=0$. Conversely, if $\det M=0$, there is a $v\neq0$ with $Mv=0$, and

$$0=v\cdot Mv=\sum_i w_i\,(s_i\cdot v)^2 .$$

Every term is non-negative and every weight is positive, so $s_i\cdot v=0$ for all $i$. A nonzero vector is then orthogonal to every displacement.

With normalised weights in three dimensions, the condition says that the sites do not all lie in one plane. In the proof, `hquad` is the sum of squares, and `Finset.sum_eq_zero_iff_of_nonneg` makes each term vanish.

```lean
/-- The spread matrix is nonsingular exactly when no nonzero direction is orthogonal to all
displacements from the centre. -/
theorem spread_det_ne_zero_iff {w : ι → ℝ} (hw : ∀ i, 0 < w i) (r : ι → n → ℝ) :
    (spread w r).det ≠ 0 ↔
      ∀ v : n → ℝ, (∀ i, (r i - center w r) ⬝ᵥ v = 0) → v = 0 := by
  constructor
  · intro h v hv
    by_contra hne
    refine h (Matrix.exists_mulVec_eq_zero_iff.mp ⟨v, hne, ?_⟩)
    ext a
    rw [spread_mulVec, Pi.zero_apply]
    exact Finset.sum_eq_zero fun i _ => by rw [hv i]; ring
  · intro h hdet
    obtain ⟨v, hne, hv⟩ := Matrix.exists_mulVec_eq_zero_iff.mpr hdet
    -- the quadratic form of the spread matrix is a sum of weighted squares
    have hquad : ∑ i, w i * ((r i - center w r) ⬝ᵥ v) ^ 2 = (spread w r *ᵥ v) ⬝ᵥ v := by
      have h1 : (spread w r *ᵥ v) ⬝ᵥ v = ∑ a, (∑ i, w i * ((r i - center w r) ⬝ᵥ v)
          * (r i a - center w r a)) * v a :=
        Finset.sum_congr rfl fun a _ => by rw [spread_mulVec]
      rw [h1]
      simp_rw [Finset.sum_mul]
      rw [Finset.sum_comm]
      refine Finset.sum_congr rfl fun i _ => ?_
      calc w i * ((r i - center w r) ⬝ᵥ v) ^ 2
          = w i * ((r i - center w r) ⬝ᵥ v) * ((r i - center w r) ⬝ᵥ v) := by ring
        _ = ∑ a, w i * ((r i - center w r) ⬝ᵥ v) * ((r i a - center w r a) * v a) :=
            Finset.mul_sum Finset.univ (fun a => (r i a - center w r a) * v a) _
        _ = _ := Finset.sum_congr rfl fun a _ => by ring
    rw [hv, zero_dotProduct] at hquad
    refine hne (h v fun i => ?_)
    have hi := (Finset.sum_eq_zero_iff_of_nonneg
      (fun j _ => mul_nonneg (hw j).le (sq_nonneg _))).mp hquad i (Finset.mem_univ i)
    exact pow_eq_zero_iff two_ne_zero |>.mp ((mul_eq_zero.mp hi).resolve_left (hw i).ne')
```

## (d) Weighted displacements cancel

**Task.** Show that $\sum_i w_i\,(s_i\cdot v)=0$ for every $v$.

**Solution.** Apply (a) with $\alpha=0$ and with the weights as charges. Their total is one and their dipole is $c$, so the sum equals $(c-c)\cdot v=0$. The normalisation of the weights enters here as `h1`.

```lean
omit [DecidableEq n] in
/-- Weighted displacements from the centre cancel along every direction. -/
theorem displacement_sum {w : ι → ℝ} (h1 : ∑ i, w i = 1) (r : ι → n → ℝ) (v : n → ℝ) :
    ∑ i, w i * ((r i - center w r) ⬝ᵥ v) = 0 := by
  calc ∑ i, w i * ((r i - center w r) ⬝ᵥ v)
      = ∑ i, (0 + (r i - center w r) ⬝ᵥ v) * w i :=
        Finset.sum_congr rfl fun i _ => by ring
    _ = 0 := by
        rw [affine_energy, h1, one_smul]
        simp [center]
```

## (e) Total charge and dipole

**Task.** Verify that the $q_i^*$ have total $Q$ and dipole $d$.

**Solution.** By (d),

$$\sum_i q_i^*=Q\sum_i w_i+\sum_i w_i\,(s_i\cdot g)=Q.$$

For the dipole, put $r_i=s_i+c$ in the term that contains $g$:

$$\sum_i q_i^*r_i=Q\sum_i w_ir_i+\sum_i w_i(s_i\cdot g)s_i+c\sum_i w_i(s_i\cdot g).$$

The first term is $Qc$. The second is $Mg=d-Qc$ by (b), and the third vanishes by (d). The sum is $d$.

Invertibility matters for this step. Put three atoms in the plane $z=0$ and ask for $d=(0,0,1)$: every set of charges on them has $\sum_i q_i z_i=0$, so none has this dipole. If the prescribed dipole also lies in the plane $z=0$, one can use the coordinates $x$ and $y$ alone, provided that the atoms are not collinear.

In the proof, `hv` is the equation $Mg=d-Qc$, and the final `calc` is the three-term split.

```lean
/-- The dipole-preserving charges have the prescribed total charge and dipole. -/
theorem charges_moments {w : ι → ℝ} (h1 : ∑ i, w i = 1) {r : ι → n → ℝ}
    (hM : (spread w r).det ≠ 0) (Q : ℝ) (d : n → ℝ) :
    ∑ i, charges w r Q d i = Q ∧ dipole (charges w r Q d) r = d := by
  have h0 := displacement_sum h1 r (slope w r Q d)
  constructor
  · simp only [charges, mul_add, Finset.sum_add_distrib]
    rw [h0, ← Finset.sum_mul, h1]
    ring
  · ext a
    have hv : spread w r *ᵥ slope w r Q d = d - Q • center w r := by
      rw [slope, Matrix.mulVec_mulVec,
        Matrix.mul_nonsing_inv _ (isUnit_iff_ne_zero.mpr hM), Matrix.one_mulVec]
    have ha := congrFun hv a
    rw [spread_mulVec] at ha
    simp only [Pi.sub_apply, Pi.smul_apply, smul_eq_mul] at ha
    have hc : ∑ i, w i * r i a = center w r a := rfl
    -- split each position into the centre and a displacement
    calc dipole (charges w r Q d) r a
        = Q * (∑ i, w i * r i a)
          + (∑ i, w i * ((r i - center w r) ⬝ᵥ slope w r Q d) * (r i a - center w r a))
          + (∑ i, w i * ((r i - center w r) ⬝ᵥ slope w r Q d)) * center w r a := by
          simp only [dipole]
          rw [Finset.mul_sum, Finset.sum_mul, ← Finset.sum_add_distrib,
            ← Finset.sum_add_distrib]
          exact Finset.sum_congr rfl fun i _ => by simp only [charges]; ring
      _ = d a := by rw [ha, h0, hc]; ring
```

## (f) The cost splits as in Pythagoras

**Task.** Let $q$ be any charges with total $Q$ and dipole $d$. Show that their cost is the cost of $q^*$ plus the cost of $q-q^*$.

**Solution.** Let $\delta_i=q_i-q_i^*$. By (e), $\delta$ has zero total and zero dipole. Expanding the square gives

$$\sum_i\frac{q_i^2}{w_i}=\sum_i\frac{(q_i^*)^2}{w_i}+\sum_i\frac{\delta_i^2}{w_i}+2\sum_i\frac{q_i^*}{w_i}\,\delta_i .$$

Since $q_i^*/w_i=Q+s_i\cdot g$, the last sum is the energy of $\delta$ in an affine potential. By (a) it is zero.

The facts `hs` and `hdip` give the vanishing total and dipole, and `cross` removes the mixed term. `field_simp` and `ring` check the expansion site by site.

```lean
/-- The cost of any charges with total `Q` and dipole `d` is the cost of the dipole-preserving
charges plus the cost of the difference. -/
theorem cost_pythagoras {w : ι → ℝ} (hw : ∀ i, 0 < w i) (h1 : ∑ i, w i = 1)
    {r : ι → n → ℝ} (hM : (spread w r).det ≠ 0) {Q : ℝ} {d : n → ℝ} {q : ι → ℝ}
    (hq : ∑ i, q i = Q) (hd : dipole q r = d) :
    cost w q = cost w (charges w r Q d) + cost w (q - charges w r Q d) := by
  obtain ⟨hQ, hD⟩ := charges_moments h1 hM Q d
  have hs : ∑ i, (q - charges w r Q d) i = 0 := by
    simp only [Pi.sub_apply, Finset.sum_sub_distrib, hq, hQ, sub_self]
  have hdip : dipole (q - charges w r Q d) r = 0 := by
    have h : dipole (q - charges w r Q d) r = dipole q r - dipole (charges w r Q d) r := by
      ext a
      simp only [dipole, Pi.sub_apply, sub_mul, Finset.sum_sub_distrib]
    rw [h, hd, hD, sub_self]
  -- the cross term is the energy of the difference in an affine potential
  have cross : ∑ i, (Q + (r i - center w r) ⬝ᵥ slope w r Q d)
      * (q - charges w r Q d) i = 0 := by
    rw [affine_energy, hs, hdip]
    simp
  calc cost w q = cost w (charges w r Q d) + cost w (q - charges w r Q d)
        + 2 * ∑ i, (Q + (r i - center w r) ⬝ᵥ slope w r Q d)
          * (q - charges w r Q d) i := by
        simp only [cost]
        rw [Finset.mul_sum, ← Finset.sum_add_distrib, ← Finset.sum_add_distrib]
        refine Finset.sum_congr rfl fun i _ => ?_
        have hi := (hw i).ne'
        simp only [Pi.sub_apply, charges]
        field_simp
        ring
    _ = _ := by rw [cross]; ring
```

## (g) The minimiser is unique

**Task.** Show that every other set of charges with total $Q$ and dipole $d$ costs strictly more than $q^*$.

**Solution.** If $q\neq q^*$, some $\delta_i$ is nonzero. Then $\sum_i\delta_i^2/w_i>0$, because no term is negative and at least one is positive. By (f), the cost of $q$ exceeds that of $q^*$.

A small case is a neutral pair on a line, at $x_1\ne x_2$. With $L=x_1-x_2$, the displacements are $w_2L$ and $-w_1L$, and $M=w_1w_2L^2$. The charges are therefore $d/L$ and $-d/L$, whatever the weights. The two constraints already fix both charges, so there are no competitors.

In the proof, `hpos` is the strict positivity, and `linarith` combines it with the split from (f).

```lean
/-- The dipole-preserving charges have total `Q` and dipole `d`, and every other set of charges
with these moments has a strictly larger cost. -/
theorem charges_unique_minimiser {w : ι → ℝ} (hw : ∀ i, 0 < w i) (h1 : ∑ i, w i = 1)
    {r : ι → n → ℝ} (hM : (spread w r).det ≠ 0) (Q : ℝ) (d : n → ℝ) :
    ∑ i, charges w r Q d i = Q ∧ dipole (charges w r Q d) r = d ∧
      ∀ q : ι → ℝ, ∑ i, q i = Q → dipole q r = d → q ≠ charges w r Q d →
        cost w (charges w r Q d) < cost w q := by
  obtain ⟨hQ, hD⟩ := charges_moments h1 hM Q d
  refine ⟨hQ, hD, fun q hq hd hne => ?_⟩
  obtain ⟨i, hi⟩ := Function.ne_iff.mp hne
  have hi' : (q - charges w r Q d) i ≠ 0 := sub_ne_zero.mpr hi
  have hpos : 0 < cost w (q - charges w r Q d) :=
    Finset.sum_pos' (fun j _ => div_nonneg (sq_nonneg _) (hw j).le)
      ⟨i, Finset.mem_univ i,
        div_pos (lt_of_le_of_ne (sq_nonneg _) (Ne.symm (pow_ne_zero 2 hi'))) (hw i)⟩
  rw [cost_pythagoras hw h1 hM hq hd]
  linarith
```

## (h) The minimum cost

**Task.** Evaluate the cost of $q^*$.

**Solution.** Write one factor of $q_i^*$ as $w_i(Q+s_i\cdot g)$ and use (a) and (e):

$$\sum_i\frac{(q_i^*)^2}{w_i}=\sum_i(Q+s_i\cdot g)\,q_i^*=Q^2+(d-Qc)\cdot M^{-1}(d-Qc).$$

For neutral charges this is $d\cdot M^{-1}d$. When $d$ lies along an eigenvector of $M$, this equals $|d|^2$ divided by the eigenvalue, so among these principal directions a dipole of given size is cheapest along the one with the largest weighted spread of the sites. The Lean proof follows the same two equalities.

```lean
/-- The cost of the dipole-preserving charges is the squared total charge plus a quadratic form
in the dipole about the centre. -/
theorem cost_charges {w : ι → ℝ} (hw : ∀ i, 0 < w i) (h1 : ∑ i, w i = 1)
    {r : ι → n → ℝ} (hM : (spread w r).det ≠ 0) (Q : ℝ) (d : n → ℝ) :
    cost w (charges w r Q d) = Q ^ 2
      + (d - Q • center w r) ⬝ᵥ ((spread w r)⁻¹ *ᵥ (d - Q • center w r)) := by
  obtain ⟨hQ, hD⟩ := charges_moments h1 hM Q d
  calc cost w (charges w r Q d)
      = ∑ i, (Q + (r i - center w r) ⬝ᵥ slope w r Q d) * charges w r Q d i := by
        refine Finset.sum_congr rfl fun i _ => ?_
        have hi := (hw i).ne'
        simp only [charges]
        field_simp
    _ = _ := by
        rw [affine_energy, hQ, hD, slope]
        ring
```

## (i) Neutral charges in three dimensions

**Task.** Show that $p_i=w_i\,s_i\cdot M^{-1}d$ has zero sum and dipole $d$, and is the unique minimiser among neutral charges with that dipole.

**Solution.** Setting $Q=0$ gives $g=M^{-1}d$ and $q_i^*=p_i$, so (g) applies.

The Lean statement takes `r : ι → Fin 3 → ℝ`, positive weights with sum one, and a nonzero determinant. The hypothesis `hp` says that `p` is given by the formula above. The conclusion joins the two moment conditions to a strict inequality for every neutral `q ≠ p` with dipole `d`. The proof identifies `p` with `charges w r 0 d` and applies the general theorem.

```lean
/-- In three dimensions, the charges `w i * (r i - c) ⬝ᵥ M⁻¹ d` have zero sum and dipole `d`,
and every other neutral set of charges with dipole `d` has a strictly larger cost. -/
theorem neutral_charges {w : ι → ℝ} (hw : ∀ i, 0 < w i) (h1 : ∑ i, w i = 1)
    {r : ι → Fin 3 → ℝ} (hM : (spread w r).det ≠ 0) (d : Fin 3 → ℝ) (p : ι → ℝ)
    (hp : ∀ i, p i = w i * ((r i - center w r) ⬝ᵥ ((spread w r)⁻¹ *ᵥ d))) :
    ∑ i, p i = 0 ∧ dipole p r = d ∧
      ∀ q : ι → ℝ, ∑ i, q i = 0 → dipole q r = d → q ≠ p → cost w p < cost w q := by
  have e : p = charges w r 0 d := by
    ext i
    rw [hp]
    simp only [charges, slope, zero_smul, sub_zero, zero_add]
  rw [e]
  exact charges_unique_minimiser hw h1 hM 0 d

end

end DipolePreservingCharges
```

```lean
#print axioms DipolePreservingCharges.spread_det_ne_zero_iff
#print axioms DipolePreservingCharges.cost_charges
#print axioms DipolePreservingCharges.neutral_charges
```

```
'DipolePreservingCharges.spread_det_ne_zero_iff' depends on axioms: [propext, Classical.choice, Quot.sound]
'DipolePreservingCharges.cost_charges' depends on axioms: [propext, Classical.choice, Quot.sound]
'DipolePreservingCharges.neutral_charges' depends on axioms: [propext, Classical.choice, Quot.sound]
```
